# For 2S − (3/2)l, the J = 1/2 doublet of spin 3/2 and l = 1 has g = 13/3

## Two amplitudes: spin 1/2 with l = 1

Couple a spin 1/2 to an orbital angular momentum $l=1$, and write $|m_S,m_l\rangle$ for the product states. Consider

$$u=\sqrt{\tfrac23}\,|-\tfrac12,1\rangle-\sqrt{\tfrac13}\,|\tfrac12,0\rangle .$$

Both terms have $m_S+m_l=\tfrac12$. The raising operator $J_+=S_++l_+$ can lead only to $|\tfrac12,1\rangle$. The spin part contributes $\sqrt{2/3}$ there and the orbital part contributes $-\sqrt2\,\sqrt{1/3}$, so $J_+u=0$. Hence $u$ is the upper state of a $J=\tfrac12$ doublet.

The weights $\tfrac23$ and $\tfrac13$ now fix how the angular momentum is shared: $\langle S_z\rangle=-\tfrac16$ and $\langle l_z\rangle=\tfrac23$, with sum $\tfrac12$. The operator $2S_z+l_z$, which weights spin and orbit differently, has expectation value $\tfrac13$. Setting this equal to $g/2$ gives $g=\tfrac23$, the Landé value for $^2P_{1/2}$. With spin 3/2 there are three amplitudes instead of two, and the same mechanism gives a large $g$ factor.

## The doublet built from spin 3/2

For $S=\tfrac32$ and $l=1$ take

$$v=\tfrac1{\sqrt2}|\tfrac32,-1\rangle-\tfrac1{\sqrt3}|\tfrac12,0\rangle+\tfrac1{\sqrt6}|-\tfrac12,1\rangle .$$

The claim is that $v$ and $w=J_-v$ form a $J=\tfrac12$ doublet, and that for every real $k$ and every axis $a$ the operator $2S_a-k\,l_a$, restricted to matrix elements within this doublet, equals $(\tfrac53+\tfrac k3)\sigma_a$. Here $\sigma_a$ is a Pauli matrix.

This operator describes the magnetic moment, in units of the Bohr magneton and up to overall sign, of an orbital triplet $T_1$ treated as a fictitious $l=1$. The constant $k$ states how much true orbital angular momentum the triplet carries: within it, $\mathbf L$ acts as $-k\,\mathbf l$. The value $k=\tfrac32$ belongs to a $^4T_1$ term derived purely from a free-ion $^4F$ term, without covalent reduction. For high-spin octahedral cobalt(II), the result therefore gives the first-order $g$ factor of the lowest Kramers doublet in a model with a single $^4T_1$ term and exact cubic symmetry.

The spin ladder has matrix elements $\sqrt3,2,\sqrt3$, and the orbital ladder has $\sqrt2,\sqrt2$. Raising $v$ can produce two states:

- on $|\tfrac32,0\rangle$: $\sqrt2/\sqrt2-\sqrt3/\sqrt3=0$;
- on $|\tfrac12,1\rangle$: $-\sqrt2/\sqrt3+2/\sqrt6=0$.

So $J_+v=0$. Each term of $v$ has $m_S+m_l=\tfrac12$, so $J_zv=\tfrac12v$. Lowering gives three amplitudes:

- on $|\tfrac12,-1\rangle$: $\sqrt3/\sqrt2-\sqrt2/\sqrt3=1/\sqrt6$;
- on $|-\tfrac12,0\rangle$: $-2/\sqrt3+\sqrt2/\sqrt6=-1/\sqrt3$;
- on $|-\tfrac32,1\rangle$: $\sqrt3/\sqrt6=1/\sqrt2$.

Both $v$ and $w$ have squared norm $\tfrac12+\tfrac13+\tfrac16=1$, and they are orthogonal because they share no product state. Lowering again gives $2/\sqrt6-\sqrt2/\sqrt3=0$ on $|-\tfrac12,-1\rangle$ and $-\sqrt3/\sqrt3+\sqrt2/\sqrt2=0$ on $|-\tfrac32,0\rangle$, so the ladder ends at $w$.

## How spin and orbit share the moment

Along $z$ the expectation values are weighted averages:

$$\langle v|S_z|v\rangle=\tfrac12\cdot\tfrac32+\tfrac13\cdot\tfrac12-\tfrac16\cdot\tfrac12=\tfrac56,\qquad
\langle v|l_z|v\rangle=-\tfrac12+\tfrac16=-\tfrac13 .$$

For $w$ the same weights occur with all quantum numbers reversed, which gives $-\tfrac56$ and $\tfrac13$. The off-diagonal elements vanish because $v$ and $w$ have different $J_z$. Thus $S_z$ compresses to $\tfrac56\sigma_z$ and $l_z$ to $-\tfrac13\sigma_z$.

For the transverse axes, the only nonzero element of each raising operator is the one from $w$ to $v$:

$$\langle v|S_+|w\rangle=\tfrac{1}{\sqrt2}\tfrac{\sqrt3}{\sqrt6}+\tfrac{1}{\sqrt3}\tfrac{2}{\sqrt3}+\tfrac{1}{\sqrt6}\tfrac{\sqrt3}{\sqrt2}=\tfrac12+\tfrac23+\tfrac12=\tfrac53,$$

$$\langle v|l_+|w\rangle=-\tfrac{1}{\sqrt3}\tfrac{\sqrt2}{\sqrt6}-\tfrac{1}{\sqrt6}\tfrac{\sqrt2}{\sqrt3}=-\tfrac13-\tfrac13=-\tfrac23 .$$

The lowering operators supply the adjoint elements. With $S_x=\tfrac12(S_++S_-)$ and $S_y=-\tfrac i2(S_+-S_-)$, and likewise for $l$, the coefficients are again $\tfrac56$ and $-\tfrac13$. For any numbers $x$ and $y$, therefore,

$$xS_a+y\,l_a\;\longrightarrow\;\left(\tfrac{5x}{6}-\tfrac y3\right)\sigma_a .$$

The choice $x=y=1$ gives $\sigma_a/2$, as a spin 1/2 requires. The choice $x=2$, $y=-k$ gives $(\tfrac53+\tfrac k3)\sigma_a$. Equating this to $(g/2)\sigma_a$ yields

$$g=\frac{10+2k}{3},$$

which is $\tfrac{13}3$ at $k=\tfrac32$. If $k$ is set to 0 while the doublet is held fixed, the orbital moment drops out of the operator, yet $g=\tfrac{10}3$ and not 2, because in $v$ the spin projection $\langle S_z\rangle=\tfrac56$ exceeds the total $\langle J_z\rangle=\tfrac12$. This is not the $g$ factor of an ion without orbital moment: within the triplet a spin–orbit coupling $\lambda\,\mathbf L\cdot\mathbf S$ becomes $-k\lambda\,\mathbf l\cdot\mathbf S$, so at $k=0$ it no longer separates this doublet from the other states.

## States as 4 × 3 arrays

The development begins with the three square roots, taken as real numbers and embedded in the complex numbers.

In Lean 4 with Mathlib:

```lean
import Mathlib

open Matrix

namespace QuartetOrbitalDoublet

noncomputable section

/-- The square root of two as a complex number. -/
def s2 : ℂ := ((Real.sqrt 2 : ℝ) : ℂ)

/-- The square root of three as a complex number. -/
def s3 : ℂ := ((Real.sqrt 3 : ℝ) : ℂ)

/-- The square root of six as a complex number. -/
def s6 : ℂ := ((Real.sqrt 6 : ℝ) : ℂ)
```

A `State` is an array of amplitudes. Its rows run over $m_S=\tfrac32,\tfrac12,-\tfrac12,-\tfrac32$ and its columns over $m_l=1,0,-1$. The operators on each factor are explicit matrices in the same descending order, with $\hbar=1$.

```lean
/-- Amplitudes on the product states (m_S, m_l), with m_S = 3/2, 1/2, -1/2, -3/2 along the rows
and m_l = 1, 0, -1 along the columns. -/
abbrev State := Matrix (Fin 4) (Fin 3) ℂ

/-- The raising operator of spin 3/2. -/
def Sp : Matrix (Fin 4) (Fin 4) ℂ := !![0, s3, 0, 0; 0, 0, 2, 0; 0, 0, 0, s3; 0, 0, 0, 0]

/-- The lowering operator of spin 3/2. -/
def Sm : Matrix (Fin 4) (Fin 4) ℂ := !![0, 0, 0, 0; s3, 0, 0, 0; 0, 2, 0, 0; 0, 0, s3, 0]

/-- The z component of spin 3/2. -/
def Sz : Matrix (Fin 4) (Fin 4) ℂ :=
  !![3/2, 0, 0, 0; 0, 1/2, 0, 0; 0, 0, -1/2, 0; 0, 0, 0, -3/2]

/-- The raising operator of l = 1. -/
def lp : Matrix (Fin 3) (Fin 3) ℂ := !![0, s2, 0; 0, 0, s2; 0, 0, 0]

/-- The lowering operator of l = 1. -/
def lm : Matrix (Fin 3) (Fin 3) ℂ := !![0, 0, 0; s2, 0, 0; 0, s2, 0]

/-- The z component of l = 1. -/
def lz : Matrix (Fin 3) (Fin 3) ℂ := !![1, 0, 0; 0, 0, 0; 0, 0, -1]
```

The Cartesian components are indexed by `Fin 3`, so axes 0, 1, 2 stand for $x,y,z$. The Pauli matrices use the same index.

```lean
/-- The Cartesian components x, y, z of the spin. -/
def spin : Fin 3 → Matrix (Fin 4) (Fin 4) ℂ :=
  ![(1/2 : ℂ) • (Sp + Sm), (-Complex.I/2) • (Sp - Sm), Sz]

/-- The Cartesian components x, y, z of the orbital angular momentum. -/
def orb : Fin 3 → Matrix (Fin 3) (Fin 3) ℂ :=
  ![(1/2 : ℂ) • (lp + lm), (-Complex.I/2) • (lp - lm), lz]

/-- The Pauli matrices x, y, z. -/
def pauli : Fin 3 → Matrix (Fin 2) (Fin 2) ℂ :=
  ![!![0, 1; 1, 0], !![0, -Complex.I; Complex.I, 0], !![1, 0; 0, -1]]
```

The function `act A B` applies $A\otimes1+1\otimes B$ to a state: $A$ mixes rows and $B$ mixes columns. Thus `act Sp lp` is $J_+$, `act Sm lm` is $J_-$ and `act Sz lz` is $J_z$.

```lean
/-- The action of A ⊗ 1 + 1 ⊗ B, with A on the spin and B on the orbital factor. -/
def act (A : Matrix (Fin 4) (Fin 4) ℂ) (B : Matrix (Fin 3) (Fin 3) ℂ) (ψ : State) : State :=
  Matrix.of fun i j => ∑ m, A i m * ψ m j + ∑ n, B j n * ψ i n

/-- The vector v with amplitudes 1/√2, -1/√3, 1/√6 on (3/2, -1), (1/2, 0), (-1/2, 1). -/
def v : State := !![0, 0, 1/s2; 0, -(1/s3), 0; 1/s6, 0, 0; 0, 0, 0]
```

In `doublet`, index 0 is $v$ and index 1 is $J_-v$. The inner product conjugates its first argument, and `compress` collects the four matrix elements of an operator between these two states.

```lean
/-- The pair of states v and J₋ v. -/
def doublet : Fin 2 → State := ![v, act Sm lm v]

/-- The Hermitian inner product of two states. -/
def braket (φ ψ : State) : ℂ := ∑ i, ∑ j, starRingEnd ℂ (φ i j) * ψ i j

/-- The matrix elements of an operator between v and J₋ v. -/
def compress (T : State → State) : Matrix (Fin 2) (Fin 2) ℂ :=
  Matrix.of fun a b => braket (doublet a) (T (doublet b))
```

The operator `zeeman k a` is $2S_a-k\,l_a$, with the free-electron factor set to exactly 2. The predicate `IsGFactor k g` demands one real number $g$ for all three axes. Since the Pauli matrices refer to the basis $v,J_-v$, the sign of $g$ is fixed as well.

```lean
/-- The operator 2 S_a - k l_a for the axis a. -/
def zeeman (k : ℝ) (a : Fin 3) : State → State :=
  act ((2 : ℂ) • spin a) ((-(k : ℂ)) • orb a)

/-- The number g is an isotropic g factor of the doublet: 2 S_a - k l_a compresses to
(g/2) σ_a on every axis. -/
def IsGFactor (k g : ℝ) : Prop :=
  ∀ a, compress (zeeman k a) = ((g : ℂ)/2) • pauli a
```

No Hamiltonian appears in these definitions. That spin–orbit coupling places this doublet lowest is physical input, and low-symmetry distortion and mixing with other levels by the field are absent from the model.

## Square roots and the explicit doublet

The first lemmas record that $\sqrt2$ and $\sqrt3$ have the expected squares and that they, like the numerals 2, 3 and 6, are unchanged by complex conjugation.

```lean
lemma s2_sq : s2 ^ 2 = 2 := by
  unfold s2
  rw [← Complex.ofReal_pow, Real.sq_sqrt (by norm_num)]
  norm_num

lemma s3_sq : s3 ^ 2 = 3 := by
  unfold s3
  rw [← Complex.ofReal_pow, Real.sq_sqrt (by norm_num)]
  norm_num

lemma s2_conj : starRingEnd ℂ s2 = s2 := Complex.conj_ofReal _

lemma s3_conj : starRingEnd ℂ s3 = s3 := Complex.conj_ofReal _

lemma conj_num : starRingEnd ℂ 2 = 2 ∧ starRingEnd ℂ 3 = 3 ∧ starRingEnd ℂ 6 = 6 := by
  refine ⟨?_, ?_, ?_⟩ <;> apply Complex.ext <;> simp
```

The lemma `v_eq` rationalises the amplitudes: $1/\sqrt2=\sqrt2/2$, $1/\sqrt3=\sqrt3/3$ and $1/\sqrt6=\sqrt2\sqrt3/6$. Each identity is cross-multiplied and then closed by `linear_combination` from the known squares. Every later computation thereby becomes polynomial in `s2` and `s3`.

```lean
/-- The amplitudes of v with rational denominators. -/
lemma v_eq : v = !![0, 0, s2/2; 0, -(s3/3), 0; s2*s3/6, 0, 0; 0, 0, 0] := by
  have n2 : s2 ≠ 0 := fun h => by simpa [h] using s2_sq
  have n3 : s3 ≠ 0 := fun h => by simpa [h] using s3_sq
  have h6 : s6 = s2 * s3 := by
    unfold s6 s2 s3
    rw [← Complex.ofReal_mul, ← Real.sqrt_mul (by norm_num)]
    norm_num
  have e2 : 1/s2 = s2/2 := by
    rw [div_eq_div_iff n2 (by norm_num)]
    linear_combination -s2_sq
  have e3 : 1/s3 = s3/3 := by
    rw [div_eq_div_iff n3 (by norm_num)]
    linear_combination -s3_sq
  have e6 : 1/s6 = s2*s3/6 := by
    rw [h6, div_eq_div_iff (mul_ne_zero n2 n3) (by norm_num)]
    linear_combination -s3^2 * s2_sq - 2 * s3_sq
  rw [v, e2, e3, e6]
```

The amplitudes of $w$ found above are the content of `lower_v`. The proof compares the twelve entries one at a time: `simp` expands the sums, `ring_nf` collects powers, and the squares are replaced by 2 and 3.

```lean
/-- The explicit amplitudes of J₋ v. -/
lemma lower_v : act Sm lm v =
    !![0, 0, 0; 0, 0, s2*s3/6; 0, -(s3/3), 0; s2/2, 0, 0] := by
  rw [v_eq]
  ext i j
  fin_cases i <;> fin_cases j <;>
    simp [act, Sm, lm, Fin.sum_univ_four, Fin.sum_univ_three] <;>
    ring_nf <;> simp only [s2_sq, s3_sq] <;> ring
```

## A ladder with two rungs

The next theorem confirms that the matrices obey $[S_z,S_+]=S_+$ and $[S_+,S_-]=2S_z$, together with the corresponding relations for $l$.

```lean
/-- The spin matrices satisfy [S_z, S₊] = S₊ and [S₊, S₋] = 2 S_z, and the orbital matrices satisfy
the same two relations. -/
theorem ladder_relations :
    Sz * Sp - Sp * Sz = Sp ∧ Sp * Sm - Sm * Sp = (2 : ℂ) • Sz ∧
    lz * lp - lp * lz = lp ∧ lp * lm - lm * lp = (2 : ℂ) • lz := by
  refine ⟨?_, ?_, ?_, ?_⟩ <;> ext i j <;> fin_cases i <;> fin_cases j <;>
    simp [Sz, Sp, Sm, lz, lp, lm] <;>
    ring_nf <;> simp only [s2_sq, s3_sq] <;> ring
```

The theorem `highest_weight` states $J_+v=0$ and $J_zv=\tfrac12v$. After expansion, the one entry that still needs the values of the squares is the amplitude on $|\tfrac32,0\rangle$, where the contributions $1$ and $-1$ cancel.

```lean
/-- The vector v is annihilated by J₊ and has J_z equal to 1/2. -/
theorem highest_weight : act Sp lp v = 0 ∧ act Sz lz v = (1/2 : ℂ) • v := by
  rw [v_eq]
  constructor <;> ext i j <;> fin_cases i <;> fin_cases j <;>
    simp [act, Sp, lp, Sz, lz, Fin.sum_univ_four, Fin.sum_univ_three] <;>
    ring_nf
  -- one amplitude remains, where the spin and orbital parts cancel
  simp only [s2_sq, s3_sq]
  ring
```

The end of the ladder, $J_-J_-v=0$, is proved in the same way, with the last cancellation on $|-\tfrac32,0\rangle$.

```lean
/-- Lowering v twice gives zero. -/
theorem lower_twice : act Sm lm (act Sm lm v) = 0 := by
  rw [lower_v]
  ext i j
  fin_cases i <;> fin_cases j <;>
    simp [act, Sm, lm, Fin.sum_univ_four, Fin.sum_univ_three] <;>
    ring_nf
  -- one amplitude remains, where the spin and orbital parts cancel
  simp only [s2_sq, s3_sq]
  ring
```

Orthonormality is expressed by compressing the identity operator: the four inner products form the 2 × 2 unit matrix.

```lean
/-- The states v and J₋ v are orthonormal. -/
theorem doublet_orthonormal : compress id = 1 := by
  simp only [compress, doublet, lower_v]
  rw [v_eq]
  ext i j
  fin_cases i <;> fin_cases j <;>
    simp [braket, Fin.sum_univ_four, Fin.sum_univ_three, s2_conj, s3_conj, conj_num] <;>
    ring_nf <;> simp only [s2_sq, s3_sq] <;> ring
```

## From matrix elements to the g factor

The central computation is `compress_combination`, which holds for all complex $x$ and $y$. It treats three axes with four matrix elements each. The derivation by hand used $J_z$ to discard six of these elements, weighted averages to find the two diagonal ones along $z$, and ladder operators to find the other four; the proof evaluates all twelve directly from the amplitudes.

```lean
/-- On the doublet, x S_a + y l_a compresses to (5x/6 - y/3) σ_a. -/
theorem compress_combination (x y : ℂ) (a : Fin 3) :
    compress (act (x • spin a) (y • orb a)) = (5*x/6 - y/3) • pauli a := by
  simp only [compress, doublet, lower_v]
  rw [v_eq]
  ext i j
  -- twelve matrix elements, each a polynomial in the square roots
  fin_cases a <;> fin_cases i <;> fin_cases j <;>
    simp [braket, act, spin, orb, pauli, Sp, Sm, Sz, lp, lm, lz, conj_num,
      Fin.sum_univ_four, Fin.sum_univ_three, s2_conj, s3_conj] <;>
    ring_nf <;> simp only [s2_sq, s3_sq] <;> ring
```

Setting $x=y=1$ shows that the total angular momentum acts on the doublet as $\sigma_a/2$. The pair therefore carries the standard spin-1/2 matrices, phases included.

```lean
/-- The total angular momentum S_a + l_a compresses to σ_a / 2. -/
theorem compress_total (a : Fin 3) :
    compress (act (spin a) (orb a)) = (1/2 : ℂ) • pauli a := by
  have h := compress_combination 1 1 a
  rw [one_smul, one_smul] at h
  rw [h]
  congr 1
  norm_num
```

Setting $x=2$ and $y=-k$ gives the compressed magnetic moment.

```lean
/-- On every axis, 2 S_a - k l_a compresses to (5/3 + k/3) σ_a. -/
theorem compress_zeeman (k : ℝ) (a : Fin 3) :
    compress (zeeman k a) = (5/3 + (k : ℂ)/3) • pauli a := by
  rw [zeeman, compress_combination]
  congr 1
  ring
```

The theorem `isGFactor_iff` turns this into a statement about $g$. In the forward direction, the upper diagonal element along $z$ gives $\tfrac53+\tfrac k3=\tfrac g2$, first as an equation between complex numbers and then between real ones, so no other $g$ is possible. In the reverse direction, substituting $g=(10+2k)/3$ satisfies the condition on every axis.

```lean
/-- The doublet has the isotropic g factor g exactly when g = (10 + 2k)/3. -/
theorem isGFactor_iff (k g : ℝ) : IsGFactor k g ↔ g = (10 + 2*k)/3 := by
  constructor
  · intro h
    -- the upper diagonal element along z fixes g
    have h0 := congrFun (congrFun (h 2) 0) 0
    rw [compress_zeeman] at h0
    simp [pauli] at h0
    have h1 : 5/3 + k/3 = g/2 := by
      apply Complex.ofReal_injective
      push_cast
      linear_combination h0
    linarith
  · intro h a
    rw [compress_zeeman, h]
    congr 1
    push_cast
    ring
```

The value for $k=\tfrac32$ follows by arithmetic.

```lean
/-- For k = 3/2 the g factor is 13/3 and no other number. -/
theorem isGFactor_three_halves (g : ℝ) : IsGFactor (3/2) g ↔ g = 13/3 := by
  rw [isGFactor_iff]
  norm_num

end

end QuartetOrbitalDoublet
```

```lean
#print axioms QuartetOrbitalDoublet.doublet_orthonormal
#print axioms QuartetOrbitalDoublet.compress_total
#print axioms QuartetOrbitalDoublet.isGFactor_iff
#print axioms QuartetOrbitalDoublet.isGFactor_three_halves
```

```
'QuartetOrbitalDoublet.doublet_orthonormal' depends on axioms: [propext, Classical.choice, Quot.sound]
'QuartetOrbitalDoublet.compress_total' depends on axioms: [propext, Classical.choice, Quot.sound]
'QuartetOrbitalDoublet.isGFactor_iff' depends on axioms: [propext, Classical.choice, Quot.sound]
'QuartetOrbitalDoublet.isGFactor_three_halves' depends on axioms: [propext, Classical.choice, Quot.sound]
```
